# In finite dimension, truncation preserves the velocity–position relation for every Hermitian position matrix exactly when the retained subspace is invariant under H

To compute an optical response, I keep only some of the states of a finite-level model and replace each operator $A$ by $QAQ$, where $Q$ is the orthogonal projection on the states I keep. In the full model the velocity is $i[H,X]$, with Hamiltonian $H$, position $X$ and $\hbar=1$. After the cut I have two candidates: I can truncate the full velocity, or I can form the commutator from the truncated $H$ and $X$. They often disagree, and then my length-gauge and velocity-gauge matrix elements no longer belong together. Which truncations avoid this? And if the two agree for the position matrix I happen to use, does that show that the truncation is harmless?

## Invariance of the retained subspace decides it

The answer depends on whether one asks about a single position matrix or about all of them. Here the relation is required for every Hermitian $X$, with $H$ and $Q$ fixed. It then holds exactly when $Q$ commutes with $H$, that is, when $H$ maps the retained subspace into itself. Agreement for one particular $X$ shows much less, as a two-level example below makes clear.

For a finite-level response calculation, this means that a cut along eigenstates of $H$ keeps velocity and position matrix elements consistent, whereas a cut through coupled basis states fails for at least one Hermitian $X$.

### The error runs through the discarded states

Since $Q^2=Q$, expanding both commutators gives

$$Q[H,X]Q-[QHQ,QXQ]=QHXQ-QXHQ-QHQXQ+QXQHQ.$$

Grouping the terms in pairs yields

$$Q[H,X]Q-[QHQ,QXQ]=QH(1-Q)XQ-QX(1-Q)HQ.$$

Each product on the right passes through a discarded state. Let $A=QH(1-Q)$ be the block of $H$ that couples retained and discarded states. Because $H$ and $Q$ are Hermitian, $A^\dagger=(1-Q)HQ$, and the error is $AXQ-QXA^\dagger$.

Now choose $X=i(A-A^\dagger)$. It is Hermitian, because $X^\dagger=-i(A^\dagger-A)=X$. The block satisfies $QA=A$ and $AQ=0$, and taking adjoints gives $A^\dagger Q=A^\dagger$ and $QA^\dagger=0$. Therefore

$$AXQ=i(AAQ-AA^\dagger Q)=-iAA^\dagger,$$

$$QXA^\dagger=i(QAA^\dagger-QA^\dagger A^\dagger)=iAA^\dagger.$$

The error for this $X$ is $-2iAA^\dagger$. If the relation holds for every Hermitian $X$, then $AA^\dagger=0$. Its diagonal entries are $\sum_k|A_{jk}|^2$, so $A=0$.

From $A=0$ follows $QH=QHQ$. The adjoint of this equation is $HQ=QHQ$, so $QH=HQ$. Conversely, if $Q$ and $H$ commute, then $QH(1-Q)=HQ(1-Q)=0$ and $(1-Q)HQ=(1-Q)QH=0$, and both error terms vanish for every $X$.

It remains to translate commutation into invariance. A vector $v$ is retained when $Qv=v$. If $QH=HQ$, then $QHv=HQv=Hv$, so $Hv$ is retained too. Conversely, apply invariance to $v=Qw$ for arbitrary $w$. This gives $QHQ=HQ$, whose adjoint is $QHQ=QH$, and the two together give $QH=HQ$.

### Real position matrices can hide the coupling

Take two levels with

$$H=\begin{pmatrix}0&1\\1&0\end{pmatrix},\qquad Q=\begin{pmatrix}1&0\\0&0\end{pmatrix}.$$

The only entry of the error that can be nonzero is the upper left one, $H_{12}X_{21}-X_{12}H_{21}=X_{21}-X_{12}$. It vanishes for every real symmetric $X$, although $Q$ does not commute with $H$. The matrix $i(A-A^\dagger)$ has $X_{12}=i$ and $X_{21}=-i$, and the error becomes $-2i$.

So a position matrix that is real in your basis may pass while the truncation still cuts a coupling. If instead you keep the symmetric combination $(1,1)/\sqrt2$, which is an eigenvector of this $H$, then $Q$ has all entries equal to $1/2$ and commutes with $H$.

### What the Lean statements say

The operators are complex square matrices whose rows and columns are labelled by a finite type `n`. `IsOrthProj Q` says that `Q` is Hermitian and idempotent. `truncate Q A` is $QAQ$, kept at the full matrix size with zero action on discarded states. `comm` is the commutator, `velocity H X` is $i[H,X]$, `leakage Q H` is $A$, and `probe Q H` is $i(A-A^\dagger)$.

- `truncation_preserves_comm_iff` takes a Hermitian `H` and an orthogonal projection `Q`. It states that the commutator relation for every Hermitian `X` is equivalent to `Commute Q H`.
- `velocity_relation_iff_invariant` states the same criterion for velocities, with invariance in place of commutation. Its letter `v` is a state vector, not a velocity, and it need not be normalised; `Q *ᵥ v = v` says that it is retained.
- `real_positions_insufficient` and `invariant_truncation_witness` are the two-level examples. In the first, `X` is a real symmetric matrix whose entries are then read as complex numbers.

The hypotheses leave one step to the user: identifying the full matrices $H$ and $X$ with the Hamiltonian and position of a real system. There the position operator is usually unbounded and the state space infinite-dimensional, and a finite starting basis is already a truncation. The criterion also concerns only the commutator of $H$ with $X$, so it gives no guarantee for sum rules that involve the commutator of position and velocity.

```lean
import Mathlib

open Matrix
open scoped ComplexOrder

namespace BasisTruncation

variable {n : Type*} [Fintype n] [DecidableEq n]

/-- An orthogonal projection: a Hermitian idempotent matrix. -/
structure IsOrthProj (Q : Matrix n n ℂ) : Prop where
  herm : Q.IsHermitian
  idem : Q * Q = Q

/-- The commutator `[A, B] = AB - BA`. -/
def comm (A B : Matrix n n ℂ) : Matrix n n ℂ := A * B - B * A

/-- The truncation `QAQ` of an operator `A` by `Q`. -/
def truncate (Q A : Matrix n n ℂ) : Matrix n n ℂ := Q * A * Q

/-- The velocity operator `i[H, X]` belonging to the position `X`, in units with `ħ = 1`. -/
def velocity (H X : Matrix n n ℂ) : Matrix n n ℂ := Complex.I • comm H X

/-- The block `QH(1 - Q)` of the Hamiltonian that couples retained to discarded states. -/
def leakage (Q H : Matrix n n ℂ) : Matrix n n ℂ := Q * H * (1 - Q)

/-- The probe position `i(A - A†)` built from the leakage block `A`. -/
def probe (Q H : Matrix n n ℂ) : Matrix n n ℂ :=
  Complex.I • (leakage Q H - (leakage Q H)ᴴ)

/-- For idempotent `Q`, the error made by truncating before taking the commutator
consists of the two products of `H` and `X` that pass through the discarded states. -/
theorem truncation_defect {Q : Matrix n n ℂ} (hQ : Q * Q = Q) (H X : Matrix n n ℂ) :
    truncate Q (comm H X) - comm (truncate Q H) (truncate Q X)
      = Q * H * (1 - Q) * X * Q - Q * X * (1 - Q) * H * Q := by
  -- two adjacent projections merge into one
  have merge : ∀ A B : Matrix n n ℂ, Q * A * Q * (Q * B * Q) = Q * A * Q * B * Q := by
    intro A B
    calc Q * A * Q * (Q * B * Q) = Q * A * (Q * Q) * B * Q := by simp only [mul_assoc]
      _ = Q * A * Q * B * Q := by rw [hQ]
  unfold truncate comm
  rw [merge, merge]
  noncomm_ring

/-- The probe position is Hermitian. -/
theorem probe_isHermitian (Q H : Matrix n n ℂ) : (probe Q H).IsHermitian := by
  rw [Matrix.IsHermitian, probe, conjTranspose_smul, conjTranspose_sub,
    conjTranspose_conjTranspose, Complex.star_def, Complex.conj_I]
  module

/-- For Hermitian `H` and an orthogonal projection `Q`, the truncation error of the probe
position is `-2i AA†`, where `A` is the leakage block. -/
theorem probe_defect {Q H : Matrix n n ℂ} (hH : H.IsHermitian) (hQ : IsOrthProj Q) :
    truncate Q (comm H (probe Q H)) - comm (truncate Q H) (truncate Q (probe Q H))
      = (-2 * Complex.I) • (leakage Q H * (leakage Q H)ᴴ) := by
  have hB : (leakage Q H)ᴴ = (1 - Q) * H * Q := by
    rw [leakage, conjTranspose_mul, conjTranspose_mul, conjTranspose_sub,
      conjTranspose_one, hQ.herm.eq, hH.eq, mul_assoc]
  have hPQ : (1 - Q) * Q = 0 := by rw [sub_mul, one_mul, hQ.idem, sub_self]
  -- the leakage block vanishes on retained vectors and takes its values in the retained space
  have hAQ : leakage Q H * Q = 0 := by rw [leakage, mul_assoc, hPQ, mul_zero]
  have hQA : Q * leakage Q H = leakage Q H := by
    rw [leakage, ← mul_assoc, ← mul_assoc, hQ.idem]
  have hBQ : (leakage Q H)ᴴ * Q = (leakage Q H)ᴴ := by
    have h := congrArg Matrix.conjTranspose hQA
    rwa [conjTranspose_mul, hQ.herm.eq] at h
  have hQB : Q * (leakage Q H)ᴴ = 0 := by
    have h := congrArg Matrix.conjTranspose hAQ
    rwa [conjTranspose_mul, hQ.herm.eq, conjTranspose_zero] at h
  have e : Q * H * (1 - Q) * probe Q H * Q - Q * probe Q H * (1 - Q) * H * Q
      = leakage Q H * probe Q H * Q - Q * probe Q H * (leakage Q H)ᴴ := by
    rw [hB]
    simp only [leakage, mul_assoc]
  rw [truncation_defect hQ.idem, e, probe]
  generalize (leakage Q H)ᴴ = B at *
  generalize leakage Q H = A at *
  -- the two paths contribute equally
  have h1 : A * (Complex.I • (A - B)) * Q = -(Complex.I • (A * B)) := by
    calc A * (Complex.I • (A - B)) * Q = Complex.I • (A * (A * Q) - A * (B * Q)) := by
          simp only [mul_smul_comm, smul_mul_assoc, mul_sub, sub_mul, mul_assoc]
      _ = -(Complex.I • (A * B)) := by rw [hAQ, hBQ, mul_zero, zero_sub, smul_neg]
  have h2 : Q * (Complex.I • (A - B)) * B = Complex.I • (A * B) := by
    calc Q * (Complex.I • (A - B)) * B = Complex.I • (Q * A * B - Q * B * B) := by
          simp only [mul_smul_comm, smul_mul_assoc, mul_sub, sub_mul]
      _ = Complex.I • (A * B) := by rw [hQA, hQB, zero_mul, sub_zero]
  rw [h1, h2]
  module

/-- For Hermitian `H` and an orthogonal projection `Q`, truncation commutes with forming
`[H, X]` for every Hermitian `X` if and only if `Q` commutes with `H`. -/
theorem truncation_preserves_comm_iff {Q H : Matrix n n ℂ}
    (hH : H.IsHermitian) (hQ : IsOrthProj Q) :
    (∀ X : Matrix n n ℂ, X.IsHermitian →
      truncate Q (comm H X) = comm (truncate Q H) (truncate Q X)) ↔ Commute Q H := by
  constructor
  · intro h
    -- the probe forces the leakage block to vanish
    have h0 := probe_defect hH hQ
    rw [h _ (probe_isHermitian Q H), sub_self] at h0
    have hc : (-2 * Complex.I) ≠ 0 := mul_ne_zero (by norm_num) Complex.I_ne_zero
    have hA : leakage Q H = 0 :=
      Matrix.self_mul_conjTranspose_eq_zero.mp ((smul_eq_zero.mp h0.symm).resolve_left hc)
    have h1 : Q * H = Q * H * Q := by
      rw [leakage, mul_sub, mul_one] at hA
      exact sub_eq_zero.mp hA
    -- the adjoint relation completes the commutation
    have h2 := congrArg Matrix.conjTranspose h1
    simp only [conjTranspose_mul, hQ.herm.eq, hH.eq] at h2
    rw [commute_iff_eq, h1, h2, mul_assoc]
  · intro h X _
    have hP : Q * (1 - Q) = 0 := by rw [mul_sub, mul_one, hQ.idem, sub_self]
    have hP' : (1 - Q) * Q = 0 := by rw [sub_mul, one_mul, hQ.idem, sub_self]
    have h1 : Q * H * (1 - Q) = 0 := by rw [h.eq, mul_assoc, hP, mul_zero]
    have h2 : (1 - Q) * H * Q = 0 := by
      rw [mul_assoc, ← h.eq, ← mul_assoc, hP', zero_mul]
    have h3 : Q * X * (1 - Q) * H * Q = Q * X * ((1 - Q) * H * Q) := by
      simp only [mul_assoc]
    rw [← sub_eq_zero, truncation_defect hQ.idem, h3, h1, h2]
    simp

/-- For Hermitian `H`, an orthogonal projection `Q` commutes with `H` if and only if `H` maps every
retained vector (`Qv = v`, not necessarily normalised) to a retained vector. -/
theorem commute_iff_invariant {Q H : Matrix n n ℂ}
    (hH : H.IsHermitian) (hQ : IsOrthProj Q) :
    Commute Q H ↔ ∀ v : n → ℂ, Q *ᵥ v = v → Q *ᵥ (H *ᵥ v) = H *ᵥ v := by
  constructor
  · intro h v hv
    rw [mulVec_mulVec, h.eq, ← mulVec_mulVec, hv]
  · intro h
    have h1 : Q * (H * Q) = H * Q := by
      apply Matrix.toLin'.injective
      refine LinearMap.ext fun w => ?_
      rw [Matrix.toLin'_apply, Matrix.toLin'_apply]
      have hw := h (Q *ᵥ w) (by rw [mulVec_mulVec, hQ.idem])
      simpa only [mulVec_mulVec, mul_assoc] using hw
    have h2 := congrArg Matrix.conjTranspose h1
    simp only [conjTranspose_mul, hQ.herm.eq, hH.eq] at h2
    rw [commute_iff_eq, ← h2, mul_assoc, h1]

/-- For Hermitian `H` and an orthogonal projection `Q`, the truncated velocity is the velocity
computed from the truncated `H` and `X` for every Hermitian `X` if and only if the
retained subspace is invariant under `H`. -/
theorem velocity_relation_iff_invariant {Q H : Matrix n n ℂ}
    (hH : H.IsHermitian) (hQ : IsOrthProj Q) :
    (∀ X : Matrix n n ℂ, X.IsHermitian →
      truncate Q (velocity H X) = velocity (truncate Q H) (truncate Q X)) ↔
    ∀ v : n → ℂ, Q *ᵥ v = v → Q *ᵥ (H *ᵥ v) = H *ᵥ v := by
  rw [← commute_iff_invariant hH hQ, ← truncation_preserves_comm_iff hH hQ]
  refine forall₂_congr fun X _ => ?_
  have h : truncate Q (velocity H X) = Complex.I • truncate Q (comm H X) := by
    simp only [truncate, velocity, mul_smul_comm, smul_mul_assoc]
  rw [h, velocity]
  exact (smul_right_injective _ Complex.I_ne_zero).eq_iff

/-- Real symmetric positions do not suffice as tests: for the two-level `H = !![0, 1; 1, 0]`
truncated to the first level, all of them preserve the commutator, yet the projection does not
commute with `H`. -/
theorem real_positions_insufficient :
    IsOrthProj !![(1 : ℂ), 0; 0, 0] ∧ (!![(0 : ℂ), 1; 1, 0]).IsHermitian ∧
    (∀ X : Matrix (Fin 2) (Fin 2) ℝ, X.IsSymm →
      truncate !![1, 0; 0, 0] (comm !![0, 1; 1, 0] (X.map Complex.ofReal))
        = comm (truncate !![1, 0; 0, 0] !![0, 1; 1, 0])
            (truncate !![1, 0; 0, 0] (X.map Complex.ofReal))) ∧
    ¬ Commute !![(1 : ℂ), 0; 0, 0] !![0, 1; 1, 0] := by
  refine ⟨⟨?_, ?_⟩, ?_, ?_, ?_⟩
  · exact Matrix.IsHermitian.ext fun i j => by fin_cases i <;> fin_cases j <;> simp
  · ext i j
    fin_cases i <;> fin_cases j <;> simp [Matrix.mul_apply, Fin.sum_univ_two]
  · exact Matrix.IsHermitian.ext fun i j => by fin_cases i <;> fin_cases j <;> simp
  · intro X hX
    have hx : X 1 0 = X 0 1 := hX.apply 0 1
    -- write the position out by its three independent entries
    have hM : X.map Complex.ofReal
        = !![(X 0 0 : ℂ), (X 0 1 : ℂ); (X 0 1 : ℂ), (X 1 1 : ℂ)] := by
      ext i j
      fin_cases i <;> fin_cases j <;> simp [hx]
    rw [hM]
    simp only [truncate, comm, mul_sub, sub_mul, Matrix.mul_fin_two]
    ext i j
    fin_cases i <;> fin_cases j <;> simp [Matrix.sub_apply]
  · intro h
    have h01 := congrFun (congrFun h.eq 0) 1
    simp [Matrix.mul_apply, Fin.sum_univ_two] at h01

/-- For the two-level `H = !![0, 1; 1, 0]`, the matrix with all entries `1/2`, which projects on the
symmetric combination of the levels, is an orthogonal projection that commutes with `H`. -/
theorem invariant_truncation_witness :
    IsOrthProj !![(1 / 2 : ℂ), 1 / 2; 1 / 2, 1 / 2] ∧
    Commute !![(1 / 2 : ℂ), 1 / 2; 1 / 2, 1 / 2] !![0, 1; 1, 0] := by
  refine ⟨⟨?_, ?_⟩, ?_⟩
  · exact Matrix.IsHermitian.ext fun i j => by fin_cases i <;> fin_cases j <;> simp
  · ext i j
    fin_cases i <;> fin_cases j <;> norm_num [Matrix.mul_apply, Fin.sum_univ_two]
  · rw [commute_iff_eq]
    ext i j
    fin_cases i <;> fin_cases j <;> simp [Matrix.mul_apply, Fin.sum_univ_two]

end BasisTruncation
```

```lean
#print axioms BasisTruncation.velocity_relation_iff_invariant
#print axioms BasisTruncation.real_positions_insufficient
```

```
'BasisTruncation.velocity_relation_iff_invariant' depends on axioms: [propext, Classical.choice, Quot.sound]
'BasisTruncation.real_positions_insufficient' depends on axioms: [propext, Classical.choice, Quot.sound]
```

### From the error formula to the equivalence

`truncation_defect` is the expansion of the two commutators and needs only idempotence. Its local step `merge` contracts the adjacent projections in $QHQ\,QXQ$, and `noncomm_ring` compares the remaining products without changing the order of factors.

`probe_isHermitian` checks that the chosen position is admissible. `probe_defect` then computes its error. The step `hB` identifies $A^\dagger$ with $(1-Q)HQ$; `hQA` and `hAQ` are $QA=A$ and $AQ=0$, and `hBQ` and `hQB` are their adjoints. The equation `e` puts the error into the form $AXQ-QXA^\dagger$. After $A$ and $A^\dagger$ have been renamed `A` and `B`, `h1` and `h2` evaluate the two terms as $-iAA^\dagger$ and $iAA^\dagger$. Acting on column vectors, $A$ takes discarded components to retained ones.

In the forward direction of `truncation_preserves_comm_iff`, the assumed relation is applied to the probe, which leaves $0=-2iAA^\dagger$. The nonzero factor is removed, and `Matrix.self_mul_conjTranspose_eq_zero` supplies the step from $AA^\dagger=0$ to $A=0$. Then `h1` is $QH=QHQ$ and `h2` is its adjoint. In the reverse direction, `h1` and `h2` are the two vanishing blocks, which are inserted into the error formula.

`commute_iff_invariant` follows the vector argument: it applies invariance to `Q *ᵥ w`, obtains a matrix equation because `w` is arbitrary, and takes the adjoint. `velocity_relation_iff_invariant` combines the two equivalences and cancels the common factor $i$.

For the two-level examples, the proofs compare matrices entry by entry. In the real case, symmetry first reduces $X$ to three independent entries. The failure of commutation is read off from the upper right entry, which is $1$ in $QH$ and $0$ in $HQ$.
